# In a Finite Orbital Basis, a Generalized Singles Operator Is Nilpotent Exactly When Its Amplitude Matrix Is

In coupled-cluster theory, ordinary single excitations move electrons from occupied to virtual orbitals, so repeated excitation must end. Generalized singles allow transfer between any two orbitals, and an emptied orbital can be refilled. Does some power of the operator still vanish, so that its exponential is a finite sum? For one-body operators in a finite basis, acting on the full Fock space with all particle numbers together, the amplitude matrix decides.

## Derivations and their powers

```lean
import Mathlib

open ExteriorAlgebra

namespace GeneralizedSingles

noncomputable section

variable {V : Type*} [AddCommGroup V] [Module ℂ V]
```

`V` is the complex one-particle space, with spin included. Its vectors are called orbitals here, so for electrons a basis consists of spin orbitals. The dimension of `V` is not yet restricted.

```lean
/-- The fermionic Fock space over the one-particle space `V`: its exterior algebra. -/
abbrev Fock (V : Type*) [AddCommGroup V] [Module ℂ V] := ExteriorAlgebra ℂ V
```

Fock space is the exterior algebra, with all particle numbers together. The map `ι ℂ` embeds orbitals in it, their products are antisymmetric, and $1$ is the vacuum.

```lean
/-- A linear operator on Fock space is a derivation if it obeys the Leibniz rule for the
antisymmetric product. -/
def IsDerivation (D : Module.End ℂ (Fock V)) : Prop :=
  ∀ x y, D (x * y) = D x * y + x * D y
```

The condition is $D(xy)=D(x)\,y+x\,D(y)$, without signs.

```lean
/-- If `a + 1` applications of a derivation kill `x` and `b + 1` applications kill `y`, then
`a + b + 1` applications kill the product `x * y`. -/
theorem pow_kills_product {D : Module.End ℂ (Fock V)} (hD : IsDerivation D) (a b : ℕ)
    (x y : Fock V) (hx : (D ^ (a + 1)) x = 0) (hy : (D ^ (b + 1)) y = 0) :
    (D ^ (a + b + 1)) (x * y) = 0 := by
  -- induction on the total number `a + b`
  have key : ∀ (N a b : ℕ) (x y : Fock V), a + b = N → (D ^ (a + 1)) x = 0 →
      (D ^ (b + 1)) y = 0 → (D ^ (N + 1)) (x * y) = 0 := by
    intro N
    induction N with
    | zero =>
      intro a b x y hab hx hy
      obtain rfl : a = 0 := by omega
      obtain rfl : b = 0 := by omega
      have h1 : D x = 0 := by simpa using hx
      have h2 : D y = 0 := by simpa using hy
      rw [zero_add, pow_one, hD, h1, h2, zero_mul, mul_zero, add_zero]
    | succ N ih =>
      intro a b x y hab hx hy
      have h1 : (D ^ (N + 1)) (D x * y) = 0 := by
        cases a with
        | zero =>
          have h : D x = 0 := by simpa using hx
          rw [h, zero_mul, map_zero]
        | succ a =>
          rw [pow_succ, Module.End.mul_apply] at hx
          exact ih a b (D x) y (by omega) hx hy
      have h2 : (D ^ (N + 1)) (x * D y) = 0 := by
        cases b with
        | zero =>
          have h : D y = 0 := by simpa using hy
          rw [h, mul_zero, map_zero]
        | succ b =>
          rw [pow_succ, Module.End.mul_apply] at hy
          exact ih a b x (D y) (by omega) hx hy
      rw [pow_succ, Module.End.mul_apply, hD, map_add, h1, h2, add_zero]
  exact key (a + b) a b x y rfl hx hy
```

Here $a,b$ are natural numbers. Induct on $N=a+b$. If $N=0$, then $Dx=Dy=0$, so $D(xy)=0$. For $a+b=N+1$,
$$D^{N+2}(xy)=D^{N+1}(Dx\cdot y)+D^{N+1}(x\cdot Dy).$$
If $a=0$, then $Dx=0$. Otherwise $D^a$ kills $Dx$, and the induction hypothesis for $a-1,b$ removes the first term. The second is symmetric. In Lean, `cases` makes these distinctions and `pow_succ` splits off one $D$.

```lean
/-- If `D` acts as `t` on one-particle states, then its powers act there as the powers
of `t`. -/
theorem pow_one_particle {D : Module.End ℂ (Fock V)} {t : Module.End ℂ V}
    (hDt : ∀ v, D (ι ℂ v) = ι ℂ (t v)) (k : ℕ) (v : V) :
    (D ^ k) (ι ℂ v) = ι ℂ ((t ^ k) v) := by
  induction k generalizing v with
  | zero => simp
  | succ k ih =>
    rw [pow_succ, Module.End.mul_apply, hDt, ih, pow_succ, Module.End.mul_apply]
```

The letter $t$ denotes a one-particle operator, not a cluster amplitude. If $Dv=tv$ on orbitals, then $D^{k+1}v=D^k(tv)=t^k(tv)=t^{k+1}v$. The induction keeps `v` general because its hypothesis is applied to $tv$.

```lean
/-- If `t ^ (m + 1) = 0` on a finite-dimensional one-particle space, then a derivation `D` that
acts as `t` on one-particle states satisfies `D ^ (dim V * m + 1) = 0`. -/
theorem derivation_pow_eq_zero [FiniteDimensional ℂ V] {D : Module.End ℂ (Fock V)}
    {t : Module.End ℂ V} (hD : IsDerivation D) (hDt : ∀ v, D (ι ℂ v) = ι ℂ (t v))
    {m : ℕ} (ht : t ^ (m + 1) = 0) :
    D ^ (Module.finrank ℂ V * m + 1) = 0 := by
  -- a product of `k` orbitals is killed after `k * m + 1` steps
  have hprod : ∀ (k : ℕ) (v : Fin k → V), (D ^ (k * m + 1)) (ιMulti ℂ k v) = 0 := by
    intro k
    induction k with
    | zero =>
      intro v
      have h1 : D 1 = 0 := by simpa using hD 1 1
      rw [ιMulti_zero_apply, zero_mul, zero_add, pow_one, h1]
    | succ k ih =>
      intro v
      have e : (k + 1) * m + 1 = m + k * m + 1 := by ring
      rw [ιMulti_succ_apply, e]
      refine pow_kills_product hD m (k * m) _ _ ?_ (ih _)
      rw [pow_one_particle hDt, ht, LinearMap.zero_apply, map_zero]
  have hspan : Submodule.span ℂ (Set.range fun x : (n : ℕ) × (Fin n → V) =>
      ιMulti ℂ x.1 x.2) = ⊤ := by
    apply ExteriorAlgebra.ιMulti_span
  refine LinearMap.ext_on hspan ?_
  rintro _ ⟨⟨k, v⟩, rfl⟩
  change (D ^ (Module.finrank ℂ V * m + 1)) (ιMulti ℂ k v) = 0
  by_cases hk : k ≤ Module.finrank ℂ V
  · have hle : k * m + 1 ≤ Module.finrank ℂ V * m + 1 := by gcongr
    rw [← Nat.sub_add_cancel hle, pow_add, Module.End.mul_apply, hprod, map_zero]
  · -- exclusion principle: too many orbitals are linearly dependent
    have hdep : ¬ LinearIndependent ℂ v := fun h => hk (by
      simpa using h.fintype_card_le_finrank)
    rw [AlternatingMap.map_linearDependent _ v hdep, map_zero]
```

Write $d=\dim V$, which is `Module.finrank ℂ V`, and let $t^{m+1}=0$. First, `hprod` shows that $D^{km+1}$ kills every product $v_0\cdots v_{k-1}$:

- For $k=0$, $D1=D(1\cdot1)=2\,D1$, so $D1=0$.
- For $k+1$ factors, $D^{m+1}$ kills the first and $D^{km+1}$ the product of the rest. The product lemma gives the exponent $m+km+1=(k+1)m+1$.

If $k\le d$, then $km+1\le dm+1$, so $D^{dm+1}$ also kills the product. If $k>d$, the orbitals are linearly dependent and their product is already zero, by the exclusion principle. Such products span Fock space (`hspan`), and `LinearMap.ext_on` concludes $D^{dm+1}=0$.

```lean
/-- On the Fock space of a finite-dimensional one-particle space, a derivation that acts as `t`
on one-particle states is nilpotent if and only if `t` is nilpotent. -/
theorem derivation_isNilpotent_iff [FiniteDimensional ℂ V] {D : Module.End ℂ (Fock V)}
    {t : Module.End ℂ V} (hD : IsDerivation D) (hDt : ∀ v, D (ι ℂ v) = ι ℂ (t v)) :
    IsNilpotent D ↔ IsNilpotent t := by
  constructor
  · rintro ⟨k, hk⟩
    refine ⟨k, LinearMap.ext fun v => ?_⟩
    have h := pow_one_particle hDt k v
    rw [hk, LinearMap.zero_apply] at h
    exact (ExteriorAlgebra.ι_eq_zero_iff _).1 h.symm
  · rintro ⟨k, hk⟩
    exact ⟨_, derivation_pow_eq_zero hD hDt (m := k) (by rw [pow_succ, hk, zero_mul])⟩
```

`IsNilpotent` means that some power is zero. If $D^k=0$, then $t^kv=D^kv=0$ for every orbital $v$, because `ι` is injective. If $t^k=0$, then $t^{k+1}=0$, and the preceding bound applies with $m=k$.

## The singles operator

```lean
variable {n : Type*} [Fintype n]

/-- Creation of a particle in the state `v`: multiplication by `v` from the left. -/
def create (v : V) : Module.End ℂ (Fock V) := LinearMap.mulLeft ℂ (ι ℂ v)
```

The finite type `n` labels orbitals; it is not a particle number. Creation is $x\mapsto vx$.

```lean
/-- Annihilation of a particle in orbital `q` of the basis `b`: contraction with the `q`-th
coordinate functional. -/
def annihilate (b : Module.Basis n ℂ V) (q : n) : Module.End ℂ (Fock V) :=
  CliffordAlgebra.contractLeft (b.coord q)
```

Now `b` is a basis $(b_p)$, and $a_q$ contracts with the functional that reads off the coefficient $v_q$ of $v$. No inner product appears. Identifying $a_q$ with the Hermitian adjoint of creation in $b_q$ is the step to the usual physical setting, and it requires an orthonormal basis.

```lean
/-- The generalized singles operator: the sum over all orbitals `p`, `q` of the amplitude
`A p q` times annihilation in `q` followed by creation in `p`. -/
def singles (b : Module.Basis n ℂ V) (A : Matrix n n ℂ) : Module.End ℂ (Fock V) :=
  ∑ p, ∑ q, A p q • (create (b p) * annihilate b q)
```

This is $S=\sum_{pq}A_{pq}\,a_p^\dagger a_q$, where $a_p^\dagger$ denotes creation in $b_p$.

```lean
/-- The generalized singles operator annihilates the vacuum. -/
theorem singles_vacuum (b : Module.Basis n ℂ V) (A : Matrix n n ℂ) : singles b A 1 = 0 := by
  have h : ∀ q, annihilate b q 1 = 0 := fun q => by
    apply CliffordAlgebra.contractLeft_one
  simp [singles, LinearMap.sum_apply, h]
```

Each $a_q$ annihilates the vacuum, hence so does $S$.

```lean
variable [DecidableEq n]

/-- Applied to the product of an orbital `v` and `x`, the singles operator gives a sum of two terms:
in one, `v` is transformed by the amplitude matrix; in the other, the operator acts on `x`. -/
theorem singles_orbital_mul (b : Module.Basis n ℂ V) (A : Matrix n n ℂ) (v : V) (x : Fock V) :
    singles b A (ι ℂ v * x) =
      ι ℂ (Matrix.toLinAlgEquiv b A v) * x + ι ℂ v * singles b A x := by
  have key : ∀ p q, ι ℂ (b p) * annihilate b q (ι ℂ v * x) =
      b.coord q v • (ι ℂ (b p) * x) + ι ℂ v * (ι ℂ (b p) * annihilate b q x) := by
    intro p q
    have hc : annihilate b q (ι ℂ v * x) = b.coord q v • x - ι ℂ v * annihilate b q x := by
      apply CliffordAlgebra.contractLeft_ι_mul
    -- two creation operators anticommute
    have ha : ι ℂ (b p) * ι ℂ v = -(ι ℂ v * ι ℂ (b p)) :=
      eq_neg_of_add_eq_zero_left (ι_add_mul_swap (b p) v)
    rw [hc, mul_sub, mul_smul_comm, ← mul_assoc, ha, neg_mul, sub_neg_eq_add, mul_assoc]
  have hs : ∀ y, singles b A y = ∑ p, ∑ q, A p q • (ι ℂ (b p) * annihilate b q y) := by
    intro y
    simp [singles, create, LinearMap.sum_apply]
  have ht : ι ℂ (Matrix.toLinAlgEquiv b A v) =
      ∑ p, ∑ q, (A p q * b.coord q v) • ι ℂ (b p) := by
    rw [Matrix.toLinAlgEquiv_apply]
    simp only [map_sum, map_smul, Matrix.mulVec, dotProduct, Finset.sum_smul,
      Module.Basis.coord_apply]
  rw [hs, hs, ht, Finset.sum_mul, Finset.mul_sum, ← Finset.sum_add_distrib]
  refine Finset.sum_congr rfl fun p _ => ?_
  rw [Finset.sum_mul, Finset.mul_sum, ← Finset.sum_add_distrib]
  refine Finset.sum_congr rfl fun q _ => ?_
  rw [key, smul_add, smul_smul, smul_mul_assoc, mul_smul_comm]
```

Contraction gives $a_q(vx)=v_q\,x-v\,a_qx$. Multiply by $b_p$ and use $b_pv=-vb_p$:
$$b_p\,a_q(vx)=v_q\,b_px+v\,b_p\,a_qx.$$
This is `key`. Weighting by $A_{pq}$ and summing yields $S(vx)=(Av)x+v\,Sx$, since $Av=\sum_{pq}A_{pq}v_qb_p$. `Matrix.toLinAlgEquiv b A` is the linear map with matrix $A$ in this basis.

```lean
/-- The generalized singles operator is a derivation of Fock space, and on one-particle states
it acts as its amplitude matrix. -/
theorem singles_witness (b : Module.Basis n ℂ V) (A : Matrix n n ℂ) :
    IsDerivation (singles b A) ∧
      ∀ v, singles b A (ι ℂ v) = ι ℂ (Matrix.toLinAlgEquiv b A v) := by
  have hι : ∀ v, singles b A (ι ℂ v) = ι ℂ (Matrix.toLinAlgEquiv b A v) := fun v => by
    simpa only [mul_one, singles_vacuum, mul_zero, add_zero] using singles_orbital_mul b A v 1
  refine ⟨fun x => ?_, hι⟩
  -- build the left factor from scalars, orbitals, products and sums
  induction x using ExteriorAlgebra.induction
  · intro y
    rw [Algebra.algebraMap_eq_smul_one]
    simp [singles_vacuum]
  · intro y
    rw [singles_orbital_mul, hι]
  · rename_i x z hx hz
    intro y
    rw [mul_assoc x z y, hx (z * y), hz y, hx z]
    noncomm_ring
  · rename_i x z hx hz
    intro y
    simp only [add_mul, map_add, hx, hz]
    abel
```

Setting $x=1$ gives $Sv=Av$. The Leibniz rule follows by induction on the left factor. Scalars follow from linearity and $S1=0$, orbitals from the previous theorem, and sums from linearity. For a product $xz$,
$$S(xzy)=S(x)zy+x\,S(z)y+xz\,S(y)=S(xz)\,y+xz\,S(y).$$

```lean
/-- The generalized singles operator is nilpotent on Fock space if and only if its amplitude
matrix is nilpotent. -/
theorem singles_isNilpotent_iff (b : Module.Basis n ℂ V) (A : Matrix n n ℂ) :
    IsNilpotent (singles b A) ↔ IsNilpotent A := by
  have : FiniteDimensional ℂ V := Module.Finite.of_basis b
  rw [derivation_isNilpotent_iff (singles_witness b A).1 (singles_witness b A).2]
  exact IsNilpotent.map_iff (Matrix.toLinAlgEquiv b).injective

end

end GeneralizedSingles
```

The derivation criterion applies to $S$, and passing between a matrix and its linear map preserves nilpotency.

## Two orbitals in a calculation

Let $A_{21}=\theta$ be the only nonzero amplitude. Then $A^2=0$, and $e^Sb_1=b_1+\theta b_2$ stops after the linear term. Adding $A_{12}=-\theta$ gives $A^2=-\theta^2\mathbf 1$, which is not nilpotent for $\theta\neq0$. The series then no longer ends, and it sums to $e^Sb_1=\cos\theta\,b_1+\sin\theta\,b_2$. For real $\theta$ and orthonormal orbitals this is an orbital rotation.

For ordinary occupied-to-virtual singles in any finite basis, $A^2=0$. The bound with $m=1$ gives $S^{d+1}=0$, so $e^S$ ends no later than $S^d/d!$. Direct counting does better: each application of $S$ empties one occupied orbital and fills one virtual orbital, so the last nonzero power cannot exceed the smaller of the numbers of occupied and virtual orbitals.

```lean
#print axioms GeneralizedSingles.singles_isNilpotent_iff
```

```
'GeneralizedSingles.singles_isNilpotent_iff' depends on axioms: [propext, Classical.choice, Quot.sound]
```
